# No integer copy number with mean $w$ fluctuates less about $w$ than $\lfloor w+u\rfloor$

A branching rule can be right on average and still add needless noise. In diffusion Monte Carlo, a walker of weight $w$ may be replaced by a whole number $N$ of unit-weight copies. If $N$ is drawn from a Poisson distribution with mean $w$, a walker of weight exactly 1 disappears with probability $e^{-1}$, although keeping it would cost no noise at all. A lower bound on the variance shows how much of the noise is avoidable.

Write $m=\lfloor w\rfloor$ and $f=w-m$, so that $0\le f<1$. For $N$ with mean $w$ and finite second moment, the bound is $\operatorname{Var}N\ge f(1-f)$. The rule $\lfloor w+u\rfloor$, with $u$ uniform on $[0,1]$, attains it. This concerns one walker of given weight at one step; correlations between walkers, population feedback and energy errors are not modelled.

```lean
import Mathlib

open MeasureTheory

namespace MinimalNoiseBranching

noncomputable section
```

A rule is a function `N : Ω → ℤ` on a space `Ω` of random outcomes with measure `μ`. Its mean is an integral, and `noise` is the mean-square deviation from that mean.

```lean
/-- The mean number of copies produced by a branching rule `N` on a probability space, when `N` is
integrable. -/
def meanCopies {Ω : Type*} [MeasurableSpace Ω] (μ : Measure Ω) (N : Ω → ℤ) : ℝ :=
  ∫ ω, (N ω : ℝ) ∂μ

/-- The branching noise: on a probability space, the variance of the number of copies when its
second moment is finite. -/
def noise {Ω : Type*} [MeasurableSpace Ω] (μ : Measure Ω) (N : Ω → ℤ) : ℝ :=
  ∫ ω, ((N ω : ℝ) - meanCopies μ N) ^ 2 ∂μ
```

The uniform-number rule is a separate function of the weight and the random number.

```lean
/-- The branching rule that turns a weight `w` and a random number `u` into
`⌊w + u⌋` copies. -/
def branch (w u : ℝ) : ℤ := ⌊w + u⌋
```

## Copies come in whole numbers

In this branching scheme every copy has unit weight, so the total weight after branching is the integer $N$. By hand, this enters through the product
$$s(k)=(k-m)(k-m-1).$$
If $k\le m$, both factors are nonpositive; if $k\ge m+1$, both are nonnegative. Hence $s(k)\ge0$ for every integer $k$, with equality only at $m$ and $m+1$.

If fractional copies were allowed, the choice $N=w$ would have no noise, and the bound would fail whenever $f>0$. This is what happens when a walker carries its weight instead of branching.

In Lean, `stray m k` is this product. The proof of `stray_nonneg` makes the same case split, and the integer step from $k>m$ to $k\ge m+1$ is `Int.add_one_le_iff`.

```lean
/-- The product `(k - m)(k - m - 1)`, which measures how far a copy number `k` strays
from the two neighbouring integers `m` and `m + 1`. -/
def stray (m k : ℤ) : ℝ := ((k : ℝ) - m) * ((k : ℝ) - m - 1)

/-- The stray product of two integers is never negative. -/
theorem stray_nonneg (m k : ℤ) : 0 ≤ stray m k := by
  unfold stray
  rcases le_or_gt k m with h | h
  · have h' : (k : ℝ) ≤ m := by exact_mod_cast h
    exact mul_nonneg_of_nonpos_of_nonpos (by linarith) (by linarith)
  · have h' : (m : ℝ) + 1 ≤ k := by exact_mod_cast Int.add_one_le_iff.mpr h
    exact mul_nonneg (by linarith) (by linarith)

/-- The stray product vanishes exactly when the copy number is `m` or `m + 1`. -/
theorem stray_eq_zero_iff (m k : ℤ) : stray m k = 0 ↔ k = m ∨ k = m + 1 := by
  unfold stray
  rw [mul_eq_zero]
  constructor
  · rintro (h | h)
    · left
      exact_mod_cast (by linarith : (k : ℝ) = m)
    · right
      exact_mod_cast (by linarith : (k : ℝ) = m + 1)
  · rintro (h | h)
    · left
      rw [h]
      ring
    · right
      rw [h]
      push_cast
      ring
```

The type `ℤ` also admits negative copy numbers, and $w$ may have either sign. The bound therefore covers the physical case $w\ge0$, $N\ge0$ within a larger class.

## Probabilities sum to one, and the second moment is finite

`IsProbabilityMeasure μ` says that some outcome always occurs. `MemLp (fun ω => (N ω : ℝ)) 2 μ` says that $N$ has a finite second moment, which holds for any random variable with finitely many values. By hand, both are used when expectations are taken term by term. With $d=N-m$, whose mean is $f$,
$$(N-w)^2=(d-f)^2=d(d-1)+(1-2f)d+f^2,$$
and therefore
$$\operatorname{Var}N=\mathbb E[s(N)]+(1-2f)f+f^2=\mathbb E[s(N)]+f(1-f).$$
Since $\mathbb E[s(N)]\ge0$, the bound follows.

Suppose the total probability were only $1/2$, with $N=1$ throughout. The integrals would then give mean $1/2$ and noise $1/8$, below $f(1-f)=1/4$. If instead the mean is finite but the second moment is not, the variance is infinite and the bound is trivial in ordinary mathematics; Lean, however, assigns the value 0 to such an integral, so the stated inequality could fail.

`integrable_stray` supplies the finite expectation of $s(N)$.

```lean
variable {Ω : Type*} [MeasurableSpace Ω] (μ : Measure Ω) [IsProbabilityMeasure μ] {N : Ω → ℤ}

/-- For a copy number with finite second moment, the stray product has a finite
expectation. -/
theorem integrable_stray (hN : MemLp (fun ω => (N ω : ℝ)) 2 μ) (m : ℤ) :
    Integrable (fun ω => stray m (N ω)) μ := by
  have hi : Integrable (fun ω => (N ω : ℝ)) μ := hN.integrable (by norm_num)
  have e : (fun ω => stray m (N ω)) =
      fun ω => (N ω : ℝ) ^ 2 - (2 * (m : ℝ) + 1) * (N ω : ℝ) + ((m : ℝ) ^ 2 + m) := by
    funext ω
    unfold stray
    ring
  rw [e]
  exact (hN.integrable_sq.sub (hi.const_mul _)).add (integrable_const _)
```

`noise_eq` is the displayed identity. Its step `e` splits the square into the stray product and a function linear in $N$, and `integral_add` then separates the expectations.

```lean
/-- For a copy number with finite second moment and mean of fractional part `f`, the noise
is `f (1 - f)` plus the expected stray product about the integer part of the mean. -/
theorem noise_eq (hN : MemLp (fun ω => (N ω : ℝ)) 2 μ) :
    noise μ N = Int.fract (meanCopies μ N) * (1 - Int.fract (meanCopies μ N))
      + ∫ ω, stray ⌊meanCopies μ N⌋ (N ω) ∂μ := by
  have hi : Integrable (fun ω => (N ω : ℝ)) μ := hN.integrable (by norm_num)
  have ha : ∫ ω, (N ω : ℝ) ∂μ = meanCopies μ N := rfl
  have hf : Int.fract (meanCopies μ N) = meanCopies μ N - ⌊meanCopies μ N⌋ := rfl
  unfold noise
  rw [hf]
  generalize meanCopies μ N = a at ha ⊢
  -- the square differs from the stray product by a function linear in the copy number
  have e : (fun ω => ((N ω : ℝ) - a) ^ 2) = fun ω => stray ⌊a⌋ (N ω) +
      ((2 * (⌊a⌋ : ℝ) + 1 - 2 * a) * (N ω : ℝ) + (a ^ 2 - (⌊a⌋ : ℝ) ^ 2 - ⌊a⌋)) := by
    funext ω
    unfold stray
    ring
  have hl : Integrable (fun ω => (2 * (⌊a⌋ : ℝ) + 1 - 2 * a) * (N ω : ℝ) +
      (a ^ 2 - (⌊a⌋ : ℝ) ^ 2 - ⌊a⌋)) μ := (hi.const_mul _).add (integrable_const _)
  rw [e, integral_add (integrable_stray μ hN _) hl,
    integral_add (hi.const_mul _) (integrable_const _), integral_const_mul, ha]
  simp only [integral_const, probReal_univ, smul_eq_mul, one_mul]
  ring

/-- Any integer copy number with finite second moment and mean of fractional part `f`
has variance at least `f (1 - f)`. -/
theorem noise_lower_bound (hN : MemLp (fun ω => (N ω : ℝ)) 2 μ) :
    Int.fract (meanCopies μ N) * (1 - Int.fract (meanCopies μ N)) ≤ noise μ N := by
  have h : 0 ≤ ∫ ω, stray ⌊meanCopies μ N⌋ (N ω) ∂μ :=
    integral_nonneg fun ω => stray_nonneg _ _
  rw [noise_eq μ hN]
  linarith
```

Equality requires $\mathbb E[s(N)]=0$. A nonnegative function with zero integral vanishes almost surely, so $N$ is almost surely $m$ or $m+1$; conversely, those two values make the expectation zero.

```lean
/-- A copy number with finite second moment reaches the lower bound exactly when it is
almost surely one of the two integers `⌊w⌋` and `⌊w⌋ + 1`, where `w` is its mean. -/
theorem noise_minimal_iff (hN : MemLp (fun ω => (N ω : ℝ)) 2 μ) :
    noise μ N = Int.fract (meanCopies μ N) * (1 - Int.fract (meanCopies μ N)) ↔
      ∀ᵐ ω ∂μ, N ω = ⌊meanCopies μ N⌋ ∨ N ω = ⌊meanCopies μ N⌋ + 1 := by
  rw [noise_eq μ hN, add_eq_left,
    integral_eq_zero_iff_of_nonneg (fun ω => stray_nonneg _ _) (integrable_stray μ hN _)]
  exact Filter.eventually_congr
    (Filter.Eventually.of_forall fun ω => stray_eq_zero_iff _ _)
```

## The event of rounding up has a well-defined probability

`Measurable N` ensures that the event $N=m+1$ is measurable. By hand, once the noise is minimal, $N$ is almost surely $m$ plus the indicator of that event. Taking means gives
$$w=m+P(N=m+1),\qquad\text{so}\qquad P(N=m+1)=f.$$
The mean thus fixes the whole distribution of a minimal-noise rule.

The proof of `minimal_law` integrates the same indicator. Without this hypothesis the conclusion would survive, because the second-moment condition already makes $N$ agree with a measurable function almost everywhere, but the argument would need that extra step.

```lean
/-- If a measurable copy number with finite second moment and mean `w` has the least
possible noise, then it equals `⌊w⌋ + 1` with probability the fractional part of `w`. -/
theorem minimal_law (hm : Measurable N) (hN : MemLp (fun ω => (N ω : ℝ)) 2 μ)
    (h : noise μ N = Int.fract (meanCopies μ N) * (1 - Int.fract (meanCopies μ N))) :
    μ.real {ω | N ω = ⌊meanCopies μ N⌋ + 1} = Int.fract (meanCopies μ N) := by
  have hae := (noise_minimal_iff μ hN).1 h
  have hS : MeasurableSet {ω | N ω = ⌊meanCopies μ N⌋ + 1} := hm (measurableSet_singleton _)
  -- almost surely the copy number is the integer part plus an indicator
  have e : meanCopies μ N = ∫ ω, ((⌊meanCopies μ N⌋ : ℝ) +
      Set.indicator {ω | N ω = ⌊meanCopies μ N⌋ + 1} (fun _ => (1 : ℝ)) ω) ∂μ := by
    refine integral_congr_ae ?_
    filter_upwards [hae] with ω hω
    rcases hω with h | h <;> simp [Set.indicator, h]
  have hf : Int.fract (meanCopies μ N) = meanCopies μ N - ⌊meanCopies μ N⌋ := rfl
  have e2 := e.trans (integral_add (integrable_const _)
    ((integrable_const (1 : ℝ)).indicator hS))
  rw [integral_indicator_const (1 : ℝ) hS] at e2
  simp only [integral_const, probReal_univ, smul_eq_mul, one_mul, mul_one] at e2
  linarith
```

## The random number is uniform on the unit interval

In a code that branches this way, the step after computing a walker's weight is

```python
n = int(w + rng.random())
```

with a fresh random number for each walker. The walker is deleted if `n` is 0, and otherwise continues as `n` copies of unit weight. For $w\ge0$, truncation by `int` agrees with the floor.

Since $w+u=m+(f+u)$ and $0\le f+u<2$, the result is $m$ for $u<1-f$ and $m+1$ from there on. Uniformity gives the upper value probability $f$, so the mean is $m+f=w$ and the mean-square deviation is
$$(1-f)f^2+f(1-f)^2=f(1-f).$$

Without uniformity the mean can be wrong: fixing $u=1/2$ is ordinary rounding, which turns every weight of 1.1 into one copy, so the expected growth is lost. Without the range restriction, $u\ge2-f$ would give more than $m+1$ copies.

`branch_eq` uses `0 ≤ u` and `u < 1` to verify the two cases through the inequalities that define the floor.

```lean
/-- For `0 ≤ u < 1` the rule `⌊w + u⌋` gives `⌊w⌋` copies when `u` lies below one minus the
fractional part of `w`, and `⌊w⌋ + 1` copies otherwise. -/
theorem branch_eq (w : ℝ) {u : ℝ} (h0 : 0 ≤ u) (h1 : u < 1) :
    branch w u = if u < 1 - Int.fract w then ⌊w⌋ else ⌊w⌋ + 1 := by
  have hw := Int.floor_add_fract w
  have hf0 := Int.fract_nonneg w
  have hf1 := Int.fract_lt_one w
  unfold branch
  split_ifs with h <;> rw [Int.floor_eq_iff] <;> constructor <;> push_cast <;> linarith
```

## The competing rule has the same mean

The hypothesis `hw : meanCopies μ N = w` says that the competitor preserves the expected weight. By hand, it turns the general bound into $f(1-f)\le\operatorname{Var}N$ with the same $f$ as in the uniform-number rule. Without it, the rule that always deletes the walker would be allowed; it has zero noise, which is less than that of the uniform-number rule whenever $f>0$.

`branch_optimal` compares the integral of $(\lfloor w+u\rfloor-w)^2$ over $u$ with the competitor's noise. Its proof rewrites the bound with `hw`, then expresses the squared deviation as $f^2$ plus $1-2f$ on the part of the interval where $u\ge1-f$. That part has length $f$, as `hv` records, so the integral is $f^2+(1-2f)f=f(1-f)$. The endpoints of the interval contribute nothing.

```lean
/-- With `u` uniform on `[0, 1]`, the mean-square deviation of `⌊w + u⌋` from `w` is at most
the variance of any integer copy number with mean `w` and finite second moment. -/
theorem branch_optimal (hN : MemLp (fun ω => (N ω : ℝ)) 2 μ) {w : ℝ}
    (hw : meanCopies μ N = w) :
    ∫ u in (0 : ℝ)..1, ((branch w u : ℝ) - w) ^ 2 ≤ noise μ N := by
  have hb := noise_lower_bound μ hN
  rw [hw] at hb
  refine le_trans (le_of_eq ?_) hb
  have hf0 := Int.fract_nonneg w
  have hf1 := Int.fract_lt_one w
  have hfl := Int.floor_add_fract w
  -- the squared deviation takes one value below the threshold and another above it
  have e : Set.EqOn (fun u => ((branch w u : ℝ) - w) ^ 2)
      (fun u => Int.fract w ^ 2 +
        (Set.Ici (1 - Int.fract w)).indicator (fun _ => 1 - 2 * Int.fract w) u)
      (Set.Ioo 0 1) := by
    intro u hu
    simp only [branch_eq w hu.1.le hu.2, Set.indicator, Set.mem_Ici]
    by_cases h : u < 1 - Int.fract w
    · rw [if_pos h, if_neg (not_le_of_gt h)]
      have d : (⌊w⌋ : ℝ) - w = -Int.fract w := by linarith
      rw [d]
      ring
    · rw [if_neg h, if_pos (not_lt.mp h)]
      have d : ((⌊w⌋ + 1 : ℤ) : ℝ) - w = 1 - Int.fract w := by
        push_cast
        linarith
      rw [d]
      ring
  have hset : Set.Ici (1 - Int.fract w) ∩ Set.Ioo 0 1 = Set.Ico (1 - Int.fract w) 1 := by
    ext u
    simp only [Set.mem_inter_iff, Set.mem_Ici, Set.mem_Ioo, Set.mem_Ico]
    constructor
    · rintro ⟨h, _, h'⟩
      exact ⟨h, h'⟩
    · rintro ⟨h, h'⟩
      exact ⟨h, by linarith, h'⟩
  -- the upper value occurs with probability equal to the fractional part
  have hv : (volume.restrict (Set.Ioo (0 : ℝ) 1)).real (Set.Ici (1 - Int.fract w))
      = Int.fract w := by
    rw [measureReal_def, Measure.restrict_apply measurableSet_Ici, hset, Real.volume_Ico,
      ENNReal.toReal_ofReal (by linarith)]
    ring
  have hu : (volume.restrict (Set.Ioo (0 : ℝ) 1)).real Set.univ = 1 := by
    rw [measureReal_def, Measure.restrict_apply_univ, Real.volume_Ioo]
    norm_num
  rw [intervalIntegral.integral_of_le zero_le_one, integral_Ioc_eq_integral_Ioo,
    setIntegral_congr_fun measurableSet_Ioo e,
    integral_add (integrable_const _) ((integrable_const _).indicator measurableSet_Ici),
    integral_indicator_const _ measurableSet_Ici, integral_const, hv, hu]
  simp only [smul_eq_mul]
  ring

end

end MinimalNoiseBranching
```

```lean
#print axioms MinimalNoiseBranching.noise_eq
-- 'MinimalNoiseBranching.noise_eq' depends on axioms: [propext, Classical.choice, Quot.sound]
#print axioms MinimalNoiseBranching.minimal_law
-- 'MinimalNoiseBranching.minimal_law' depends on axioms: [propext, Classical.choice, Quot.sound]
#print axioms MinimalNoiseBranching.branch_optimal
-- 'MinimalNoiseBranching.branch_optimal' depends on axioms: [propext, Classical.choice, Quot.sound]
```
